# The Ewald self-energy of a cubic cell has zero pressure at fixed Ewald parameter

The Ewald self-energy of a cubic cell is F = −ηQ/√π, where η > 0 is the Ewald parameter and Q > 0 stands for the sum of squared charges. The theorem `selfEnergy_pressure` states that at volume Ω = s³, with s > 0, the pressure −∂F/∂Ω at fixed η is zero, whereas F/(3Ω) is negative. In the file this energy is written as Φ(ηs)/s with Φ(x) = −(Q/√π)x, and the proof first shows that the side s cancels. It then applies the formula (F − η ∂F/∂η)/(3Ω) for the pressure, whose numerator vanishes because F is linear in η, and gets the second claim from the signs of the factors.

Lean 4 with Mathlib refuses this proof:

```lean
import Mathlib

open Set

namespace SelfEnergyPressure

noncomputable section

/-- Energy of a cubic cell of side `s > 0` at Ewald parameter `η`: a function of the
dimensionless product `η s`, divided by the length `s`. -/
def cellEnergy (Φ : ℝ → ℝ) (s η : ℝ) : ℝ := Φ (η * s) / s

/-- Side of a cubic cell of volume `V > 0`. -/
def cellSide (V : ℝ) : ℝ := V ^ (1 / 3 : ℝ)

/-- Pressure at fixed Ewald parameter: minus the derivative of the cell energy with respect
to the volume, at volume `V > 0`. -/
def pressure (Φ : ℝ → ℝ) (η V : ℝ) : ℝ :=
  -deriv (fun W => cellEnergy Φ (cellSide W) η) V

/-- A cube of volume `s ^ 3` with `s > 0` has side `s`. -/
theorem cellSide_cube {s : ℝ} (hs : 0 < s) : cellSide (s ^ 3) = s := by
  unfold cellSide
  rw [← Real.rpow_natCast, ← Real.rpow_mul hs.le]
  norm_num

/-- Chain rule from side to volume: a quantity with derivative `f'` in the side at `s > 0`
has derivative `f' / (3 s ^ 2)` in the volume. -/
theorem hasDerivAt_volume {f : ℝ → ℝ} {f' s : ℝ} (hs : 0 < s) (hf : HasDerivAt f f' s) :
    HasDerivAt (fun V => f (cellSide V)) (f' / (3 * s ^ 2)) (s ^ 3) := by
  have hV : s ^ 3 ≠ 0 := (pow_pos hs 3).ne'
  -- the derivative of the cube root
  have hside : HasDerivAt cellSide (1 / (3 * s ^ 2)) (s ^ 3) := by
    have h : HasDerivAt cellSide ((1 / 3 : ℝ) * (s ^ 3) ^ ((1 / 3 : ℝ) - 1)) (s ^ 3) :=
      Real.hasDerivAt_rpow_const (Or.inl hV)
    refine h.congr_deriv ?_
    have hc : (s ^ 3) ^ (1 / 3 : ℝ) = s := cellSide_cube hs
    rw [Real.rpow_sub_one hV, hc]
    field_simp
  have h1 : HasDerivAt f f' (cellSide (s ^ 3)) := by rwa [cellSide_cube hs]
  exact (HasDerivAt.comp (s ^ 3) h1 hside).congr_deriv (by ring)

/-- For `Φ` differentiable on the positive reals and `s, η > 0`, the derivative of the cell
energy in the Ewald parameter is `Φ'(η s)`. -/
theorem hasDerivAt_eta {Φ : ℝ → ℝ} (hΦ : DifferentiableOn ℝ Φ (Ioi 0)) {s η : ℝ}
    (hs : 0 < s) (hη : 0 < η) :
    HasDerivAt (fun e => cellEnergy Φ s e) (deriv Φ (η * s)) η := by
  have hd := (hΦ.differentiableAt (Ioi_mem_nhds (mul_pos hη hs))).hasDerivAt
  have hl : HasDerivAt (fun e : ℝ => e * s) s η :=
    ((hasDerivAt_id' η).mul_const s).congr_deriv (one_mul s)
  have hc : HasDerivAt (fun e => Φ (e * s)) (deriv Φ (η * s) * s) η :=
    HasDerivAt.comp η hd hl
  exact (hc.div_const s).congr_deriv (mul_div_cancel_right₀ _ hs.ne')

/-- Fixed-`η` pressure: for `Φ` differentiable on the positive reals and `s, η > 0`, the
pressure at volume `Ω = s ^ 3` is `(F - η ∂F/∂η) / (3 Ω)`, with `F` the cell energy. -/
theorem pressure_eq {Φ : ℝ → ℝ} (hΦ : DifferentiableOn ℝ Φ (Ioi 0)) {s η : ℝ}
    (hs : 0 < s) (hη : 0 < η) :
    pressure Φ η (s ^ 3) =
      (cellEnergy Φ s η - η * deriv (fun e => cellEnergy Φ s e) η) / (3 * s ^ 3) := by
  have hd := (hΦ.differentiableAt (Ioi_mem_nhds (mul_pos hη hs))).hasDerivAt
  have hl : HasDerivAt (fun r : ℝ => η * r) η s :=
    ((hasDerivAt_id' s).const_mul η).congr_deriv (mul_one η)
  have hc : HasDerivAt (fun r => Φ (η * r)) (deriv Φ (η * s) * η) s :=
    HasDerivAt.comp s hd hl
  -- derivative in the side at fixed `η`, by the quotient rule
  have hF : HasDerivAt (fun r => cellEnergy Φ r η)
      ((deriv Φ (η * s) * η * s - Φ (η * s) * 1) / s ^ 2) s :=
    hc.fun_div (hasDerivAt_id' s) hs.ne'
  unfold pressure
  rw [(hasDerivAt_volume hs hF).deriv, (hasDerivAt_eta hΦ hs hη).deriv]
  unfold cellEnergy
  field_simp
  ring

/-- The Ewald self-energy `-η Q / √π`, with `Q > 0` the sum of squared charges, has zero
fixed-`η` pressure for `s, η > 0`, while its `F / (3 Ω)` is negative. -/
theorem selfEnergy_pressure {Q s η : ℝ} (hQ : 0 < Q) (hs : 0 < s) (hη : 0 < η) :
    pressure (fun x => -(Q / √Real.pi) * x) η (s ^ 3) = 0 ∧
      cellEnergy (fun x => -(Q / √Real.pi) * x) s η / (3 * s ^ 3) < 0 := by
  have hk : 0 < Q / √Real.pi := div_pos hQ (Real.sqrt_pos.mpr Real.pi_pos)
  -- the self-energy does not depend on the cell side
  have hF : ∀ e, cellEnergy (fun x => -(Q / √Real.pi) * x) s e = -(Q / √Real.pi) * e := by
    intro e
    unfold cellEnergy
    rw [← mul_assoc, mul_div_cancel_right₀ _ hs.ne']
  have hd : HasDerivAt (fun e : ℝ => -(Q / √Real.pi) * e) (-(Q / √Real.pi)) η :=
    ((hasDerivAt_id' η).const_mul _).congr_deriv (mul_one _)
  constructor
  · rw [pressure_eq (by fun_prop) hs hη]
    simp only [hF]
    rw [hd.deriv, mul_comm η, sub_self, zero_div]
  · rw [hF]
    exact div_neg_of_neg_of_pos (mul_neg_of_neg_of_pos (neg_lt_zero.mpr hk) hη)
      (by positivity)

end

end SelfEnergyPressure
```

Lean reports:

```
Main.lean:86:8: error: Tactic `rewrite` failed: Did not find an occurrence of the pattern
  ?a * (?b * ?c)
in the target expression
  (fun x => -(Q / √Real.pi) * x) (e * s) / s = -(Q / √Real.pi) * e

Q s η : ℝ
hQ : 0 < Q
hs : 0 < s
hη : 0 < η
hk : 0 < Q / √Real.pi
e : ℝ
⊢ (fun x => -(Q / √Real.pi) * x) (e * s) / s = -(Q / √Real.pi) * e
```

What went wrong. The error occurs in the step `hF`, where the side is to be cancelled. After `unfold cellEnergy` the goal still contains the function `fun x => -(Q / √Real.pi) * x` applied to `e * s`, with the argument not yet substituted into the body. The rewrite `← mul_assoc` needs a product whose right factor is itself a product, the pattern `?a * (?b * ?c)` of the message. There is none: in the body the right factor is the bound variable `x`, and `e * s` stands outside as the argument.

The added `show` line restates the goal with the substitution carried out, as `-(Q / √Real.pi) * (e * s) / s = -(Q / √Real.pi) * e`. Lean accepts this because the two forms are equal by definition. Now `← mul_assoc` finds its pattern and regroups the numerator as `-(Q / √Real.pi) * e * s`, from which `mul_div_cancel_right₀` cancels `s`, using that `s` is nonzero.

Lean accepts the file once it reads:

```diff
@@ -84,4 +84,5 @@
     intro e
     unfold cellEnergy
+    show -(Q / √Real.pi) * (e * s) / s = -(Q / √Real.pi) * e
     rw [← mul_assoc, mul_div_cancel_right₀ _ hs.ne']
   have hd : HasDerivAt (fun e : ℝ => -(Q / √Real.pi) * e) (-(Q / √Real.pi)) η :=
```
